# Averaging an additive core potential over shell occupations interpolates linearly, and the interpolated lowest eigenvalues bound the result from below

This is a simple model of a core potential for a partially filled shell. Each filled orbital adds its own fixed matrix, whatever else is filled, and the potential for n electrons is the plain average over all ways of placing them. For a 4f shell kept in the core, the number of spin orbitals is N = 14.

Let V0 be the matrix for the empty shell and W_i the change caused by filling orbital i, where i runs over the N orbitals. If S is the set of filled orbitals, the potential is V0 + ∑_{i∈S} W_i. The full-shell matrix is

V1 = V0 + ∑_i W_i.

All matrices act on a finite orthonormal one-electron basis, indexed in the code by the finite type `d`. The orbitals are the elements of `Fin N`. A kinetic-energy matrix common to all occupations can be included in V0, and the eigenvalues are then one-electron energies.

```lean
import Mathlib

open Matrix
open scoped ComplexOrder

namespace CoreOccupationInterpolation

variable {d : Type*} [Fintype d] [DecidableEq d] {N n : ℕ}
```

## The average over occupations

There are C(N,n) sets S with n elements, so the averaged potential is

V̄ = C(N,n)⁻¹ ∑_{|S|=n} (V0 + ∑_{i∈S} W_i).

The definition is this average itself, with `Finset.powersetCard n Finset.univ` as the collection of n-element sets. The interpolation formula therefore has to be derived.

```lean
/-- The average of the potentials `V0 + ∑ i ∈ S, W i` over all ways `S` of occupying
`n` of the `N` shell orbitals. -/
noncomputable def coreAverage (V0 : Matrix d d ℂ) (W : Fin N → Matrix d d ℂ) (n : ℕ) :
    Matrix d d ℂ :=
  ((N.choose n : ℕ) : ℂ)⁻¹ •
    ∑ S ∈ Finset.powersetCard n Finset.univ, (V0 + ∑ i ∈ S, W i)
```

A different model would add a matrix U_ij for every pair of filled orbitals. For N ≥ 2, the average would then gain the term n(n−1)/(N(N−1)) ∑_{i<j} U_ij, which is quadratic in n, and linear interpolation between the empty and full shells would in general be lost.

## What counts as the lowest eigenvalue

A real number e is the lowest eigenvalue of A if Ax = ex for some x ≠ 0 and no real eigenvalue of A is smaller than e. In Lean this is a predicate on A and e. For Hermitian matrices, whose eigenvalues are all real, it is the usual lowest level.

```lean
/-- The real number `e` is an eigenvalue of `A`, and no real eigenvalue of `A` lies below it. -/
def IsLowestEigenvalue (A : Matrix d d ℂ) (e : ℝ) : Prop :=
  (∃ x : d → ℂ, x ≠ 0 ∧ A *ᵥ x = (e : ℂ) • x) ∧
    ∀ (μ : ℝ) (x : d → ℂ), x ≠ 0 → A *ᵥ x = (μ : ℂ) • x → e ≤ μ
```

## How often a given orbital is filled

Fix an orbital i, and let c be the number of n-element sets that contain it. The sets that avoid i are chosen from the other N−1 orbitals, so

c + C(N−1,n) = C(N,n).

Since N C(N−1,n) = (N−n) C(N,n), multiplying by N gives

N c = N C(N,n) − (N−n) C(N,n) = n C(N,n).

Each orbital is thus filled in a fraction n/N of the occupations. The proof writes N as M+1 and follows the same count: `h1` identifies the sets avoiding i, `h2` is the first equation and `h3` the binomial identity. The term for the avoiding sets is kept on both sides and cancelled at the end, which avoids subtraction of natural numbers.

```lean
/-- Among the occupations of `n` out of `N` orbitals, the fraction in which a given orbital
is filled is `n / N`, written without division. -/
theorem occupation_count (hn : n ≤ N) (i : Fin N) :
    N * ((Finset.powersetCard n (Finset.univ : Finset (Fin N))).filter
      (fun S => i ∈ S)).card = n * N.choose n := by
  obtain ⟨M, rfl⟩ : ∃ M, N = M + 1 := ⟨N - 1, by have := i.isLt; omega⟩
  -- occupations avoiding `i` live on the remaining orbitals
  have h1 : (Finset.powersetCard n (Finset.univ : Finset (Fin (M + 1)))).filter
      (fun S => ¬ i ∈ S) = Finset.powersetCard n (Finset.univ.erase i) := by
    ext S
    simp [Finset.mem_powersetCard, Finset.subset_erase, and_comm]
  have h2 := Finset.sum_filter_add_sum_filter_not
    (Finset.powersetCard n (Finset.univ : Finset (Fin (M + 1))))
    (fun S => i ∈ S) (fun _ => (1 : ℕ))
  simp only [Finset.sum_const, smul_eq_mul, mul_one] at h2
  rw [h1] at h2
  simp only [Finset.card_powersetCard, Finset.card_erase_of_mem (Finset.mem_univ i),
    Finset.card_univ, Fintype.card_fin, Nat.add_sub_cancel] at h2
  obtain ⟨k, hk⟩ := Nat.exists_eq_add_of_le hn
  have h3 := Nat.choose_mul_succ_eq M n
  rw [show M + 1 - n = k by omega] at h3
  obtain ⟨c, hc⟩ : ∃ c, c = ((Finset.powersetCard n
    (Finset.univ : Finset (Fin (M + 1)))).filter (fun S => i ∈ S)).card := ⟨_, rfl⟩
  rw [← hc] at h2 ⊢
  have key : (M + 1) * c + M.choose n * (M + 1)
      = n * (M + 1).choose n + M.choose n * (M + 1) := by
    calc (M + 1) * c + M.choose n * (M + 1) = (M + 1) * (c + M.choose n) := by ring
      _ = (n + k) * (M + 1).choose n := by rw [h2, hk]
      _ = n * (M + 1).choose n + (M + 1).choose n * k := by ring
      _ = _ := by rw [h3]
  exact Nat.add_right_cancel key
```

## Linear interpolation between empty and full shells

Exchanging the sums over occupations and orbitals gives

∑_{|S|=n} ∑_{i∈S} W_i = ∑_i c W_i = (n/N) C(N,n) ∑_i W_i.

The V0 terms add up to C(N,n) V0. After division by C(N,n),

V̄ = V0 + (n/N) ∑_i W_i = (1 − n/N) V0 + (n/N) V1.

In the proof, `hocc` is the exchanged sum, obtained by writing membership in S as an if-then-else, and `hsum` adds the V0 terms. The identity needs only n ≤ N; no matrix has to be Hermitian. The case N = 0 is also admitted: Lean evaluates 0/0 as 0, and both sides are V0.

```lean
omit [Fintype d] [DecidableEq d] in
/-- The average potential with `n` of `N` shell orbitals occupied is the linear interpolation,
with weight `n / N`, between the empty-shell and the full-shell potential. -/
theorem coreAverage_eq (V0 : Matrix d d ℂ) (W : Fin N → Matrix d d ℂ) (hn : n ≤ N) :
    coreAverage V0 W n
      = (1 - (n : ℂ) / N) • V0 + ((n : ℂ) / N) • (V0 + ∑ i, W i) := by
  have hC : ((N.choose n : ℕ) : ℂ) ≠ 0 := by exact_mod_cast (Nat.choose_pos hn).ne'
  -- exchange the sums over occupations and orbitals
  have hocc : ∑ S ∈ Finset.powersetCard n (Finset.univ : Finset (Fin N)), ∑ i ∈ S, W i
      = ((n : ℂ) / N * (N.choose n : ℕ)) • ∑ i, W i := by
    have h : ∀ S : Finset (Fin N), ∑ i ∈ S, W i = ∑ i, if i ∈ S then W i else 0 := by
      intro S
      simp
    rw [Finset.sum_congr rfl (fun S _ => h S), Finset.sum_comm, Finset.smul_sum]
    refine Finset.sum_congr rfl fun i _ => ?_
    rw [← Finset.sum_filter, Finset.sum_const, ← Nat.cast_smul_eq_nsmul ℂ]
    congr 1
    have hN : (N : ℂ) ≠ 0 := by
      have := i.isLt
      exact_mod_cast (show N ≠ 0 by omega)
    rw [div_mul_eq_mul_div, eq_div_iff hN, mul_comm]
    exact_mod_cast occupation_count hn i
  have hsum : ∑ S ∈ Finset.powersetCard n (Finset.univ : Finset (Fin N)),
      (V0 + ∑ i ∈ S, W i) = ((N.choose n : ℕ) : ℂ) • V0
        + ((n : ℂ) / N * (N.choose n : ℕ)) • ∑ i, W i := by
    rw [Finset.sum_add_distrib, hocc, Finset.sum_const, Finset.card_powersetCard,
      Finset.card_univ, Fintype.card_fin, ← Nat.cast_smul_eq_nsmul ℂ]
  unfold coreAverage
  rw [hsum]
  calc _ = (((N.choose n : ℕ) : ℂ)⁻¹ * (N.choose n : ℕ)) •
        (V0 + ((n : ℂ) / N) • ∑ i, W i) := by module
    _ = _ := by rw [inv_mul_cancel₀ hC]; module
```

## A lowest level exists

The spectral theorem supplies a nonzero eigenvector for each eigenvalue in the decomposition of a Hermitian matrix.

```lean
/-- Each eigenvalue in the spectral decomposition of a Hermitian matrix has a nonzero
eigenvector. -/
theorem exists_eigenvector {A : Matrix d d ℂ} (hA : A.IsHermitian) (i : d) :
    ∃ v : d → ℂ, v ≠ 0 ∧ A *ᵥ v = ((hA.eigenvalues i : ℝ) : ℂ) • v := by
  refine ⟨(hA.eigenvectorBasis i).ofLp, ?_, ?_⟩
  · intro h
    apply hA.eigenvectorBasis.orthonormal.ne_zero i
    ext k
    exact congrFun h k
  · refine (hA.mulVec_eigenvectorBasis i).trans ?_
    ext k
    simp
```

In nonzero dimension there is therefore at least one real eigenvalue. Every eigenvalue is a root of the characteristic polynomial, so there are finitely many, and a finite nonempty set of real numbers has a smallest element. The proof establishes finiteness in `hfin` and then takes the minimum.

```lean
/-- Every Hermitian matrix of nonzero dimension has a lowest eigenvalue. -/
theorem exists_lowestEigenvalue [Nonempty d] {A : Matrix d d ℂ} (hA : A.IsHermitian) :
    ∃ e : ℝ, IsLowestEigenvalue A e := by
  -- real eigenvalues are roots of the characteristic polynomial, hence finitely many
  have hfin : {μ : ℝ | ∃ x : d → ℂ, x ≠ 0 ∧ A *ᵥ x = (μ : ℂ) • x}.Finite := by
    refine ((A.charpoly.roots.toFinset.finite_toSet).preimage
      (Complex.ofReal_injective.injOn)).subset ?_
    rintro μ ⟨x, hx, h⟩
    simp only [Set.mem_preimage, Finset.mem_coe, Multiset.mem_toFinset]
    rw [Polynomial.mem_roots A.charpoly_monic.ne_zero, Polynomial.IsRoot.def,
      Matrix.eval_charpoly]
    refine Matrix.exists_mulVec_eq_zero_iff.mp ⟨x, hx, ?_⟩
    ext k
    simp [Matrix.sub_mulVec, h, Matrix.scalar_apply]
  obtain ⟨e, he, hmin⟩ := Set.exists_min_image _ id hfin
    ⟨_, exists_eigenvector hA (Classical.arbitrary d)⟩
  exact ⟨e, he, fun μ x hx h => hmin μ ⟨x, hx, h⟩⟩
```

## Excess energies are nonnegative

Let e be the lowest eigenvalue of a Hermitian matrix A. If (A − e)v = λv with v ≠ 0, then Av = (λ + e)v. Minimality gives e ≤ λ + e, hence λ ≥ 0. All eigenvalues of the Hermitian matrix A − e are nonnegative, so

⟨x|(A − e)|x⟩ ≥ 0 for every x.

Lean expresses this as `PosSemidef`.

```lean
/-- A Hermitian matrix measured from its lowest eigenvalue is positive semidefinite. -/
theorem shift_posSemidef {A : Matrix d d ℂ} {e : ℝ} (hA : A.IsHermitian)
    (he : IsLowestEigenvalue A e) : (A - (e : ℂ) • (1 : Matrix d d ℂ)).PosSemidef := by
  have hB : (A - (e : ℂ) • (1 : Matrix d d ℂ)).IsHermitian := by
    refine hA.sub ?_
    simp [Matrix.IsHermitian, Matrix.conjTranspose_smul]
  rw [hB.posSemidef_iff_eigenvalues_nonneg]
  intro i
  obtain ⟨v, hv, h⟩ := exists_eigenvector hB i
  rw [Matrix.sub_mulVec, Matrix.smul_mulVec, Matrix.one_mulVec, sub_eq_iff_eq_add] at h
  have := he.2 (hB.eigenvalues i + e) v hv (by rw [h, Complex.ofReal_add, add_smul])
  change 0 ≤ hB.eigenvalues i
  linarith
```

## The energy balance in an eigenvector of the mixture

Let t be real and let x satisfy ((1−t)A + tB)x = ex. Taking the inner product with x gives

(1−t)⟨x|A|x⟩ + t⟨x|B|x⟩ = e⟨x|x⟩.

For any real reference energies a and b, subtracting ((1−t)a + tb)⟨x|x⟩ from both sides yields

(1−t)⟨x|(A−a)|x⟩ + t⟨x|(B−b)|x⟩ = (e − (1−t)a − tb)⟨x|x⟩.

For a normalised x the last factor is 1. The code leaves x unnormalised, writes ⟨x|y⟩ as `star x ⬝ᵥ y`, and takes real parts because the later inequalities are between real numbers. The step `linear_combination h` is the subtraction just made.

```lean
/-- In an eigenvector of an interpolated matrix, the weighted expectation values of the endpoint
matrices, measured from `a` and `b`, add up to the eigenvalue measured from the interpolation of
`a` and `b`, times the squared norm. -/
theorem gap_identity {A B : Matrix d d ℂ} {e t : ℝ} {x : d → ℂ} (a b : ℝ)
    (hx : ((1 - (t : ℂ)) • A + (t : ℂ) • B) *ᵥ x = (e : ℂ) • x) :
    (1 - t) * (star x ⬝ᵥ (A - (a : ℂ) • (1 : Matrix d d ℂ)) *ᵥ x).re
      + t * (star x ⬝ᵥ (B - (b : ℂ) • (1 : Matrix d d ℂ)) *ᵥ x).re
      = (e - ((1 - t) * a + t * b)) * (star x ⬝ᵥ x).re := by
  have h := congrArg (fun y => star x ⬝ᵥ y) hx
  simp only [Matrix.add_mulVec, Matrix.smul_mulVec, dotProduct_add, dotProduct_smul,
    smul_eq_mul] at h
  rw [← Complex.re_ofReal_mul, ← Complex.re_ofReal_mul, ← Complex.re_ofReal_mul,
    ← Complex.add_re]
  congr 1
  simp only [Matrix.sub_mulVec, Matrix.smul_mulVec, Matrix.one_mulVec, dotProduct_sub,
    dotProduct_smul, smul_eq_mul]
  push_cast
  linear_combination h
```

## The interpolated levels bound the averaged one

Let e0, e1 and e be the lowest eigenvalues of V0, V1 and V̄. Put t = n/N, A = V0, B = V1, a = e0 and b = e1, and let x be an eigenvector of V̄ for e. Both excess energies on the left of the balance are nonnegative, as are the weights 1−t and t. Since ⟨x|x⟩ > 0,

e ≥ (1 − n/N) e0 + (n/N) e1.

The Lean proof assumes the opposite inequality, which would make the right side of the balance negative while its left side is nonnegative.

The hypotheses require V0 and V1 to be Hermitian, not each W_i separately. In a physical model every W_i is Hermitian, and V1 inherits the property from V0 and the W_i. In this finite one-electron model with additive orbital contributions, a level computed from the averaged 4f potential can thus be checked against the levels for the empty and full shells, provided that all three are the lowest of their matrices.

The bound can fail if V0 is not Hermitian. Take N = 2, n = 1, and

V0 = [[0, 3], [0, 0]], V1 = [[0, 1], [1, 0]],

with both W_i equal to (V1 − V0)/2. The lowest eigenvalues are e0 = 0 and e1 = −1, so the interpolated value is −1/2. The average is V̄ = [[0, 2], [1/2, 0]], whose eigenvalues are ±1, and its lowest level −1 lies below −1/2.

```lean
/-- If the empty-shell and full-shell potentials are Hermitian, then the lowest eigenvalue of the
average potential is at least the `n / N` interpolation of the lowest eigenvalues of the empty-shell
and full-shell potentials. -/
theorem lowest_coreAverage_ge {V0 : Matrix d d ℂ} {W : Fin N → Matrix d d ℂ} {e0 e1 e : ℝ}
    (hV : V0.IsHermitian) (hV1 : (V0 + ∑ i, W i).IsHermitian) (hn : n ≤ N)
    (h0 : IsLowestEigenvalue V0 e0) (h1 : IsLowestEigenvalue (V0 + ∑ i, W i) e1)
    (he : IsLowestEigenvalue (coreAverage V0 W n) e) :
    (1 - (n : ℝ) / N) * e0 + (n : ℝ) / N * e1 ≤ e := by
  obtain ⟨⟨x, hx, hxe⟩, -⟩ := he
  rw [coreAverage_eq V0 W hn] at hxe
  have hid := gap_identity (A := V0) (B := V0 + ∑ i, W i) (e := e) (t := (n : ℝ) / N)
    (x := x) e0 e1 (by push_cast; exact hxe)
  have q0 := (Complex.nonneg_iff.mp ((shift_posSemidef hV h0).dotProduct_mulVec_nonneg x)).1
  have q1 := (Complex.nonneg_iff.mp ((shift_posSemidef hV1 h1).dotProduct_mulVec_nonneg x)).1
  have ht0 : (0 : ℝ) ≤ (n : ℝ) / N := by positivity
  have ht1 : (n : ℝ) / N ≤ 1 := div_le_one_of_le₀ (by exact_mod_cast hn) (Nat.cast_nonneg N)
  have hs : 0 < (star x ⬝ᵥ x).re := by
    have hsum : (star x ⬝ᵥ x).re = ∑ i, Complex.normSq (x i) := by
      simp [dotProduct, Complex.normSq_apply]
    obtain ⟨i, hi⟩ := Function.ne_iff.mp hx
    rw [hsum]
    exact Finset.sum_pos' (fun j _ => Complex.normSq_nonneg _)
      ⟨i, Finset.mem_univ i, Complex.normSq_pos.mpr hi⟩
  -- a negative gap would contradict the nonnegative excess energies
  by_contra hlt
  have hneg := mul_neg_of_neg_of_pos (sub_neg.mpr (not_le.mp hlt)) hs
  have p0 := mul_nonneg (sub_nonneg.mpr ht1) q0
  have p1 := mul_nonneg ht0 q1
  linarith
```

## When the bound is attained

Now let 0 < n < N, so that both weights are strictly positive. If e equals the interpolated value, the right side of the balance is zero. Two nonnegative terms with sum zero both vanish:

⟨x|(V0 − e0)|x⟩ = 0 and ⟨x|(V1 − e1)|x⟩ = 0.

For a positive semidefinite matrix P, ⟨x|P|x⟩ = 0 implies Px = 0. Hence V0 x = e0 x and V1 x = e1 x, and the two endpoints share a lowest eigenvector.

Conversely, if x is such a common eigenvector, then

V̄x = ((1 − n/N) e0 + (n/N) e1) x.

The interpolated value is then an eigenvalue of V̄, so e cannot exceed it, and the bound gives equality. In the proof, `r0` and `r1` are the vanishing excess energies, `z0` and `z1` the resulting eigenvector equations, and `le_antisymm` joins the two inequalities of the converse.

The strict inequalities on n matter for this equivalence. At n = 0 or n = N the average is one of the endpoints, and equality holds whether or not they share an eigenvector.

```lean
/-- For a partially filled shell whose empty-shell and full-shell potentials are Hermitian, the
interpolated bound is attained exactly when the empty-shell and full-shell potentials have a common
eigenvector for their lowest eigenvalues. -/
theorem lowest_coreAverage_eq_iff {V0 : Matrix d d ℂ} {W : Fin N → Matrix d d ℂ}
    {e0 e1 e : ℝ} (hV : V0.IsHermitian) (hV1 : (V0 + ∑ i, W i).IsHermitian)
    (hn0 : 0 < n) (hn : n < N)
    (h0 : IsLowestEigenvalue V0 e0) (h1 : IsLowestEigenvalue (V0 + ∑ i, W i) e1)
    (he : IsLowestEigenvalue (coreAverage V0 W n) e) :
    e = (1 - (n : ℝ) / N) * e0 + (n : ℝ) / N * e1 ↔
      ∃ x : d → ℂ, x ≠ 0 ∧ V0 *ᵥ x = (e0 : ℂ) • x ∧
        (V0 + ∑ i, W i) *ᵥ x = (e1 : ℂ) • x := by
  constructor
  · intro heq
    obtain ⟨⟨x, hx, hxe⟩, -⟩ := he
    rw [coreAverage_eq V0 W hn.le] at hxe
    have hid := gap_identity (A := V0) (B := V0 + ∑ i, W i) (e := e) (t := (n : ℝ) / N)
      (x := x) e0 e1 (by push_cast; exact hxe)
    rw [sub_eq_zero.mpr heq, zero_mul] at hid
    have P0 := shift_posSemidef hV h0
    have P1 := shift_posSemidef hV1 h1
    have q0 := Complex.nonneg_iff.mp (P0.dotProduct_mulVec_nonneg x)
    have q1 := Complex.nonneg_iff.mp (P1.dotProduct_mulVec_nonneg x)
    have hN : (0 : ℝ) < N := by exact_mod_cast hn0.trans hn
    have ht0 : (0 : ℝ) < (n : ℝ) / N := div_pos (by exact_mod_cast hn0) hN
    have ht1 : (0 : ℝ) < 1 - (n : ℝ) / N :=
      sub_pos.mpr ((div_lt_one hN).mpr (by exact_mod_cast hn))
    have p0 := mul_nonneg ht1.le q0.1
    have p1 := mul_nonneg ht0.le q1.1
    -- both excess energies vanish, so `x` is an eigenvector at both endpoints
    have r0 := (mul_eq_zero.mp (le_antisymm (by linarith) p0)).resolve_left ht1.ne'
    have r1 := (mul_eq_zero.mp (le_antisymm (by linarith) p1)).resolve_left ht0.ne'
    have z0 := (P0.dotProduct_mulVec_zero_iff x).mp (Complex.ext r0 q0.2.symm)
    have z1 := (P1.dotProduct_mulVec_zero_iff x).mp (Complex.ext r1 q1.2.symm)
    rw [Matrix.sub_mulVec, Matrix.smul_mulVec, Matrix.one_mulVec, sub_eq_zero] at z0 z1
    exact ⟨x, hx, z0, z1⟩
  · rintro ⟨x, hx, hx0, hx1⟩
    refine le_antisymm (he.2 _ x hx ?_) (lowest_coreAverage_ge hV hV1 hn.le h0 h1 he)
    rw [coreAverage_eq V0 W hn.le, Matrix.add_mulVec, Matrix.smul_mulVec,
      Matrix.smul_mulVec, hx0, hx1]
    push_cast
    module

end CoreOccupationInterpolation
```

```lean
#print axioms CoreOccupationInterpolation.exists_lowestEigenvalue
-- 'CoreOccupationInterpolation.exists_lowestEigenvalue' depends on axioms: [propext, Classical.choice, Quot.sound]
#print axioms CoreOccupationInterpolation.lowest_coreAverage_eq_iff
-- 'CoreOccupationInterpolation.lowest_coreAverage_eq_iff' depends on axioms: [propext, Classical.choice, Quot.sound]
```
